# For wave vectors in [-π, π]^d with a component of modulus at least π/2, the sum of 1 - cos t_i lies between 1 and 2d

The declaration concerns a real wave vector t with d components, d finite, each of modulus at most π and at least one of modulus at least π/2; such vectors are called high frequencies. It states that the sum over all components of 1 - cos t_i is at least 1 and at most 2d. For the lower bound, the attempt shows that the cosine of the large component is not positive, so that its term alone is at least 1, while every other term is non-negative. For the upper bound, it uses that each term is at most 2, since a cosine is never below -1.

In Lean, a first try:

```lean
import Mathlib

open scoped Real

namespace SumBounds

noncomputable section

variable {d : ℕ}

/-- The high frequencies: wave vectors in `[-π, π]^d` with at least one component of
modulus at least `π / 2`. -/
def highFrequencies (d : ℕ) : Set (Fin d → ℝ) :=
  {t | (∀ i, |t i| ≤ π) ∧ ∃ i, π / 2 ≤ |t i|}

/-- At a high frequency the sum of `1 - cos t_i` lies between `1` and `2 * d`. -/
theorem sum_bounds {t : Fin d → ℝ} (ht : t ∈ highFrequencies d) :
    1 ≤ ∑ i, (1 - Real.cos (t i)) ∧ ∑ i, (1 - Real.cos (t i)) ≤ 2 * (d : ℝ) := by
  obtain ⟨hb, i, hi⟩ := ht
  constructor
  · have hc : Real.cos (t i) ≤ 0 := by
      rw [← Real.cos_abs]
      exact Real.cos_nonpos_of_pi_div_two_le_of_le hi (by linarith [hb i, Real.pi_pos])
    have h := Finset.single_le_sum (f := fun j => 1 - Real.cos (t j))
      (fun j _ => sub_nonneg.mpr (Real.cos_le_one (t j))) (Finset.mem_univ i)
    dsimp only at h
    linarith
  · calc ∑ i, (1 - Real.cos (t i)) ≤ ∑ _i : Fin d, (2 : ℝ) :=
          Finset.sum_le_sum fun j _ => by linarith [Real.neg_one_le_cos (t j)]
      _ = 2 * (d : ℝ) := by simp [mul_comm]

end

end SumBounds
```

Lean reports:

```
Main.lean:26:4: error: `dsimp` made no progress
```

Diagnosis. The message says that `dsimp only at h` found nothing to simplify. The step would have been useful if `h` had still contained the function `fun j => 1 - Real.cos (t j)` applied to an argument, since `dsimp only` can carry out such an application. But Lean had already done so when it put the given `f` into the statement of `Finset.single_le_sum`. Thus `h` already said that `1 - Real.cos (t i)` is at most the sum of all the terms `1 - Real.cos (t j)`. A `dsimp` call that changes nothing is an error in Lean, so the proof failed there although the mathematics was sound.

The diff deletes that line and changes nothing else. `linarith` then takes `h` as it stands and combines it with `hc`, which says that `Real.cos (t i)` is at most 0, to get the lower bound 1.

The mended proof, as a diff:

```diff
@@ -24,5 +24,4 @@
     have h := Finset.single_le_sum (f := fun j => 1 - Real.cos (t j))
       (fun j _ => sub_nonneg.mpr (Real.cos_le_one (t j))) (Finset.mem_univ i)
-    dsimp only at h
     linarith
   · calc ∑ i, (1 - Real.cos (t i)) ≤ ∑ _i : Fin d, (2 : ℝ) :=
```
